# When a unitary brings a finite matrix to real diagonal form, the diagonal entries are exactly the matrix's real eigenvalues

Let `M` be a complex matrix over a finite index set, such as an observable on a finite-dimensional state space, and let `K` be a unitary with `M * K = K * diagonal d`, where the entries of `d` are real. The columns of `K` are then orthonormal eigenvectors of `M`, and the theorem says that the set of real numbers in the spectrum of `M` is the set of values of `d`. It is an equality of sets, so it does not record how often a level is repeated. The proof makes `K` into an invertible element `u`, writes `M` as the diagonal matrix conjugated by `u`, and uses the fact that conjugation leaves the spectrum unchanged.

An attempt in Lean 4 with a fault in it:

```lean
import Mathlib

open Matrix
open scoped Kronecker ComplexOrder Pointwise

namespace LevelsOfDiagonal

noncomputable section

variable {m n : Type*} [Fintype m] [DecidableEq m] [Fintype n] [DecidableEq n]

/-- The real eigenvalues of a complex matrix. -/
def levels (A : Matrix n n ℂ) : Set ℝ := {x | (x : ℂ) ∈ spectrum ℂ A}

/-- If a unitary `K` brings `M` to real diagonal form, the diagonal entries are exactly the
real eigenvalues of `M`. -/
theorem levels_of_diagonal {M K : Matrix n n ℂ} {d : n → ℝ} (hK : Kᴴ * K = 1)
    (hM : M * K = K * diagonal (fun i => (d i : ℂ))) : levels M = Set.range d := by
  have hK' : K * Kᴴ = 1 := mul_eq_one_comm.mp hK
  let u : (Matrix n n ℂ)ˣ := ⟨K, Kᴴ, hK', hK⟩
  have h : M = u * diagonal (fun i => (d i : ℂ)) * ↑u⁻¹ := by
    change M = K * diagonal (fun i => (d i : ℂ)) * Kᴴ
    rw [← hM, Matrix.mul_assoc, hK', Matrix.mul_one]
  ext x
  change (x : ℂ) ∈ spectrum ℂ M ↔ _
  rw [h, spectrum.units_conjugate, spectrum_diagonal]
  simp only [Set.mem_range, Complex.ofReal_inj]

end

end LevelsOfDiagonal
```

The compiler's answer:

```
Main.lean:21:15: error(lean.synthInstanceFailed): failed to synthesize instance of type class
  HMul (Matrix n n ℂ) (Matrix n n ℂ)ˣ (Matrix n n ℂ)

Hint: Type class instance resolution failures can be inspected with the `set_option trace.Meta.synthInstance true` command.
Main.lean:22:4: error: 'change' tactic failed, pattern
  M = (K * diagonal fun i => ↑(d i)) * Kᴴ
is not definitionally equal to target
  M = (↑u * diagonal fun i => ↑(d i)) * u⁻¹
Main.lean:24:2: error: This extensionality tactic only applies to equalities, not
  HMul (Matrix n n ℂ) (Matrix n n ℂ)ˣ (Matrix n n ℂ)
```

What went wrong. The fault is in the statement of `h`. Its last factor, `↑u⁻¹`, was meant to be the inverse read as a matrix, but the arrow does not say which type to coerce to, and the second message shows `u⁻¹` still standing there as a unit. Lean therefore looked for a multiplication of a matrix by a unit, `HMul (Matrix n n ℂ) (Matrix n n ℂ)ˣ (Matrix n n ℂ)`, and found none.

The other two errors follow from this. `change` could not match a product ending in the matrix `Kᴴ` with one ending in a unit, and `ext x` met the missing `HMul` instance as a goal in place of the equality of sets.

The repair writes the last factor as `((u⁻¹ : (Matrix n n ℂ)ˣ) : Matrix n n ℂ)`: the inverse is taken among the units and then coerced to a matrix. The product is now one of matrices, and `change` succeeds because `u` was built with `Kᴴ` as its inverse. The type written on the first `u` is tidying, since the message shows that Lean had already coerced it.

Lean accepts the file once it reads:

```diff
@@ -19,5 +19,6 @@
   have hK' : K * Kᴴ = 1 := mul_eq_one_comm.mp hK
   let u : (Matrix n n ℂ)ˣ := ⟨K, Kᴴ, hK', hK⟩
-  have h : M = u * diagonal (fun i => (d i : ℂ)) * ↑u⁻¹ := by
+  have h : M = (u : Matrix n n ℂ) * diagonal (fun i => (d i : ℂ)) *
+      ((u⁻¹ : (Matrix n n ℂ)ˣ) : Matrix n n ℂ) := by
     change M = K * diagonal (fun i => (d i : ℂ)) * Kᴴ
     rw [← hM, Matrix.mul_assoc, hK', Matrix.mul_one]
```
